# A real monic cubic has at least a double root at x exactly when the cubic and its derivative both vanish at x

For real t, s, r and x, the lemma says that (X − x)² divides the cubic X³ − tX² + sX − r exactly when the cubic and its derivative both vanish at x. If the cubic is the characteristic polynomial of a Hermitian three-level Hamiltonian, its roots are the energies, and the condition says that x is an energy of degeneracy at least two; the lemma itself concerns only the polynomial and contains no Hamiltonian. For the forward direction, the proof writes the cubic as (X − x)² times a polynomial q, then evaluates both this equation and its derivative at x. For the converse, it solves the two conditions for s and r and gives the remaining factor, X − (t − 2x), explicitly.

Lean 4 with Mathlib refuses this proof:

```lean
import Mathlib

open Polynomial Matrix

namespace ThreeLevelDegeneracy

noncomputable section

/-- A monic cubic has at least a double root at `x` exactly when the cubic and its
derivative both vanish at `x`. -/
theorem double_root_iff (t s r x : ℝ) :
    (X - C x) ^ 2 ∣ (X ^ 3 - C t * X ^ 2 + C s * X - C r : ℝ[X]) ↔
      x ^ 3 - t * x ^ 2 + s * x - r = 0 ∧ 3 * x ^ 2 - 2 * t * x + s = 0 := by
  constructor
  · rintro ⟨q, hq⟩
    have h0 := congrArg (fun p => eval x p) hq
    have h1 := congrArg (fun p => eval x (derivative p)) hq
    simp at h0 h1
    exact ⟨by linarith, by linarith⟩
  · rintro ⟨h0, h1⟩
    -- the two conditions fix the lower coefficients; the third root is t - 2x
    have hs : s = t * x + t * x - x ^ 2 - x ^ 2 - x ^ 2 := by linarith
    have hr : r = x ^ 2 * (t - x - x) := by linear_combination x * h1 - h0
    rw [hs, hr]
    refine ⟨X - C (t - x - x), ?_⟩
    simp only [map_sub, map_add, map_mul, map_pow]
    ring

end

end ThreeLevelDegeneracy
```

Lean reports:

```
Main.lean:19:27: error: linarith failed to find a contradiction
case h1
t s r x : ℝ
q : ℝ[X]
hq : X ^ 3 - C t * X ^ 2 + C s * X - C r = (X - C x) ^ 2 * q
h0 : x ^ 3 - t * x ^ 2 + s * x - r = 0
h1 : (2 + 1) * x ^ 2 - t * ((1 + 1) * x) + s = eval x (derivative ((X - C x) ^ 2)) * eval x q
a✝ : 3 * x ^ 2 - 2 * t * x + s < 0
⊢ False
failed
```

After these edits no error is left:

```diff
@@ -16,5 +16,10 @@
     have h0 := congrArg (fun p => eval x p) hq
     have h1 := congrArg (fun p => eval x (derivative p)) hq
+    -- the derivative of the squared factor vanishes at x
+    have hd : eval x (derivative ((X - C x) ^ 2 : ℝ[X])) = 0 := by
+      rw [pow_two, derivative_mul]
+      simp
     simp at h0 h1
+    rw [hd, zero_mul] at h1
     exact ⟨by linarith, by linarith⟩
   · rintro ⟨h0, h1⟩
```

Cause. The error is at the second `linarith`, which has to show that the derivative of the cubic vanishes at x. The left side of `h1` is that derivative, but the right side is still `eval x (derivative ((X - C x) ^ 2)) * eval x q`. `simp` applied the product rule and removed the term in which the square itself is evaluated at x, but it left the derivative of the square uncomputed. That derivative is zero at x, but `linarith` does not differentiate polynomials, and no hypothesis told it that the product vanishes.

The repair proves the missing fact as `hd`. Rewriting with `pow_two` turns the square into a product, `derivative_mul` applies the product rule, and `simp` finishes, since each resulting term has a factor X − x that vanishes at x. After the existing `simp at h0 h1`, the new `rw [hd, zero_mul] at h1` turns the right side into 0. `h1` is then the required equation up to arithmetic such as `2 + 1` for `3`, which `linarith` can handle.
